# Gauge invariance of the current-corrected kinetic energy density τ − |j|²/(2n)

## Before τ goes into the functional

When a meta-GGA is evaluated on current-carrying complex orbitals, for instance in a magnetic field or during real-time propagation, a common step is to replace the kinetic energy density τ by τ − |j|²/(2n) before passing it to the functional. Here τ = ½ Σ_i |∇φ_i|² is the positive kinetic energy density of the orbitals φ_i in atomic units, n is the density and j the paramagnetic current density; the factor 1/(2n) goes with the factor ½ in τ. The replacement removes a dependence on gauge: multiplying all orbitals by the same position-dependent phase factor can change τ, but not the corrected quantity.

The result is pointwise. It concerns finitely many orbitals at one point of space, given by their values and first derivatives, and it makes a semilocal ingredient gauge invariant without saying anything about the accuracy of a functional built from it.

## Ingredients at one point

Let φ_i be complex orbitals, with i running over a finite set, and let k label the Cartesian components. At a fixed point x write f_i for the value φ_i(x) and g_ik for the partial derivative ∂_k φ_i(x). In atomic units, with each orbital counted once, the ingredients are

n = Σ_i |f_i|²

τ = ½ Σ_i Σ_k |g_ik|²

j_k = Σ_i Im(conj(f_i) g_ik)

∂_k n = Σ_i 2 Re(conj(f_i) g_ik)

The last line is the product rule applied to n. The corrected kinetic energy density is

τ̃ = τ − |j|²/(2n), with |j|² = Σ_k j_k².

A gauge change multiplies every orbital by exp(iχ), where χ is a real function of position. Let c = χ(x) and a_k = ∂_k χ(x). The product rule gives

∂_k (exp(iχ) φ_i) = exp(iχ) (∂_k φ_i + i (∂_k χ) φ_i),

so at the point x the data change as

f_i → exp(ic) f_i

g_ik → exp(ic) (g_ik + i a_k f_i).

The phase is common to all orbitals. Separate phases for different orbitals would be another transformation, which is not considered here.

## The statements and their Lean objects

The index type `ι` labels the orbitals and `κ` the spatial components. Both are finite and otherwise arbitrary, so three dimensions are a special case. The values are a function `f : ι → ℂ` and the gradients a function `g : ι → κ → ℂ`. The definitions `density`, `tau`, `current`, `densityGrad` and `correctedTau` are the expressions for n, τ, j, ∇n and τ̃ above. The transformed data are `gaugeValue c f` and `gaugeGrad c a f g`, with real `c` and `a`.

The theorem `hasLineDerivAt_gauge` connects these algebraic rules to actual functions. If an orbital and χ have partial derivatives `g i k` and `a k` at x, then the orbital multiplied by exp(iχ) has the partial derivative given by `gaugeGrad`. The vector `Pi.single k 1` is the unit vector along coordinate k. The expression for ∇n, by contrast, enters the file as a definition.

The central theorem, `correctedTau_gauge`, says that τ̃ computed from the transformed data equals τ̃ computed from the original data, for all c, a, f and g. It does not assume n > 0. Lean sets a quotient with denominator zero to zero, so at a point where n = 0 the name `correctedTau` stands for τ itself, and the theorem then says that τ is invariant there.

Two further theorems compare τ with τ̃. By `correctedTau_le_tau_gauge`, the transformed τ is never smaller than τ̃. By `tau_gauge_eq_correctedTau_iff`, where n > 0 the two are equal exactly when a_k = −j_k/n for every k. Finally, `correctedTau_one_orbital` says that for one orbital with nonzero value, τ̃ is the von Weizsäcker expression |∇n|²/(8n). The one-element type `Unit` serves as the orbital index there.

No Hamiltonian and no vector potential appear. The orbitals need not solve any equation, and j is the paramagnetic current alone.

## How n, j and τ transform

The density is unchanged because |exp(ic)| = 1. For the current, the phase factors cancel in the product

conj(exp(ic) f_i) · exp(ic) (g_ik + i a_k f_i) = conj(f_i) g_ik + i a_k |f_i|².

Taking imaginary parts and summing over i gives

j_k → j_k + n a_k.

For τ, expand the squared modulus:

|g_ik + i a_k f_i|² = |g_ik|² + 2 Re(conj(g_ik) i a_k f_i) + a_k² |f_i|².

Since Re(iz) = −Im z, and Im(conj(g_ik) f_i) = −Im(conj(f_i) g_ik), the middle term equals 2 a_k Im(conj(f_i) g_ik). Summing over i and k and multiplying by ½ gives

τ → τ + Σ_k a_k j_k + n |a|²/2.

## Cancellation in the corrected quantity

Suppose first that n > 0. The square of the transformed current is

|j + n a|² = |j|² + 2n Σ_k a_k j_k + n² |a|².

Division by 2n yields

|j + n a|²/(2n) = |j|²/(2n) + Σ_k a_k j_k + n |a|²/2.

The last two terms are exactly what τ gains. Subtracting this from the transformed τ therefore leaves τ − |j|²/(2n).

If n = 0, the sum of the |f_i|² vanishes, so every f_i is zero. Then j = 0, and the transformation rule for τ reduces to τ → τ.

## The gauge with the smallest τ

Write τ′ and j′ for the transformed quantities. For n > 0, invariance can be read as

τ′ = τ̃ + |j′|²/(2n).

The second term is nonnegative, so τ′ ≥ τ̃. Equality holds exactly when j′ = 0, which means j_k + n a_k = 0 for each k, or

a_k = −j_k/n.

The corrected quantity is thus the smallest value that τ takes under gauge changes at this point, and it is reached where the phase gradient removes the paramagnetic current. At a point with n = 0 every a gives equality, which is why the characterisation of a requires a positive density.

The choice of a is made at a single point. Removing the current throughout a region would require −j/n to be the gradient of one phase function there, which is a stronger condition.

## One orbital and the von Weizsäcker expression

For a single orbital with value f ≠ 0 and derivatives g_k, the density is n = |f|², and

n |g_k|² = |conj(f) g_k|² = (Re(conj(f) g_k))² + (Im(conj(f) g_k))².

The real part is ∂_k n/2 and the imaginary part is j_k. Dividing by 2n and summing over k gives

τ = |∇n|²/(8n) + |j|²/(2n).

Subtracting the current term gives

τ̃ = |∇n|²/(8n).

The condition f ≠ 0 matters. At a node with nonvanishing gradient, τ is positive, while the defining formulas give ∇n = 0 and n = 0, so the quotient on the right no longer determines τ̃.

## The complete Lean file

```lean
import Mathlib

open Complex ComplexConjugate

namespace GaugeInvariantKineticDensity

noncomputable section

variable {ι κ : Type*} [Fintype ι] [Fintype κ]

/-- The particle density of orbitals with values `f i` at a point. -/
def density (f : ι → ℂ) : ℝ := ∑ i, ‖f i‖ ^ 2

/-- The positive kinetic energy density of orbitals with gradients `g i`, in atomic units. -/
def tau (g : ι → κ → ℂ) : ℝ := (1 / 2) * ∑ i, ∑ k, ‖g i k‖ ^ 2

/-- The paramagnetic current density, component by component. -/
def current (f : ι → ℂ) (g : ι → κ → ℂ) (k : κ) : ℝ := ∑ i, (conj (f i) * g i k).im

/-- The gradient of the density, expressed through orbital values and gradients. -/
def densityGrad (f : ι → ℂ) (g : ι → κ → ℂ) (k : κ) : ℝ :=
  ∑ i, 2 * (conj (f i) * g i k).re

/-- The current-corrected kinetic energy density `τ - |j|² / (2n)`. -/
def correctedTau (f : ι → ℂ) (g : ι → κ → ℂ) : ℝ :=
  tau g - (∑ k, current f g k ^ 2) / (2 * density f)

/-- Orbital values after multiplication by the common phase factor `exp(ic)`. -/
def gaugeValue (c : ℝ) (f : ι → ℂ) (i : ι) : ℂ := exp (c * I) * f i

/-- Orbital gradients after a gauge change with local phase `c` and phase gradient `a`. -/
def gaugeGrad (c : ℝ) (a : κ → ℝ) (f : ι → ℂ) (g : ι → κ → ℂ) (i : ι) (k : κ) : ℂ :=
  exp (c * I) * (g i k + a k * I * f i)

omit [Fintype ι] [Fintype κ] in
/-- If orbitals `φ i` are multiplied by a position-dependent phase factor `exp(iχ)`, their
partial derivatives change by the rule `gaugeGrad`. -/
theorem hasLineDerivAt_gauge [DecidableEq κ] (φ : ι → (κ → ℝ) → ℂ) (χ : (κ → ℝ) → ℝ)
    (x : κ → ℝ) (g : ι → κ → ℂ) (a : κ → ℝ) (i : ι) (k : κ)
    (hφ : HasLineDerivAt ℝ (φ i) (g i k) x (Pi.single k 1))
    (hχ : HasLineDerivAt ℝ χ (a k) x (Pi.single k 1)) :
    HasLineDerivAt ℝ (fun y => gaugeValue (χ y) (fun j => φ j y) i)
      (gaugeGrad (χ x) a (fun j => φ j x) g i k) x (Pi.single k 1) := by
  unfold HasLineDerivAt at *
  -- the product rule along the coordinate line
  have h := (hχ.ofReal_comp.mul_const I).cexp.fun_mul hφ
  refine h.congr_deriv ?_
  simp only [gaugeGrad, zero_smul, add_zero]
  ring

/-- The density is unchanged by a common phase factor. -/
theorem density_gauge (c : ℝ) (f : ι → ℂ) : density (gaugeValue c f) = density f := by
  simp only [density, gaugeValue, norm_mul, Complex.norm_exp_ofReal_mul_I, one_mul]

omit [Fintype κ] in
/-- Under a gauge change the paramagnetic current gains the density times the phase gradient. -/
theorem current_gauge (c : ℝ) (a : κ → ℝ) (f : ι → ℂ) (g : ι → κ → ℂ) (k : κ) :
    current (gaugeValue c f) (gaugeGrad c a f g) k = current f g k + density f * a k := by
  have hu : exp (c * I) * conj (exp (c * I)) = 1 := by
    rw [Complex.mul_conj, ← Complex.sq_norm, Complex.norm_exp_ofReal_mul_I]
    norm_num
  simp only [current, density, Finset.sum_mul, ← Finset.sum_add_distrib]
  refine Finset.sum_congr rfl fun i _ => ?_
  -- the phase factors cancel
  have h : conj (gaugeValue c f i) * gaugeGrad c a f g i k
      = conj (f i) * (g i k + a k * I * f i) := by
    simp only [gaugeValue, gaugeGrad, map_mul]
    linear_combination (conj (f i) * (g i k + a k * I * f i)) * hu
  rw [h, Complex.sq_norm, Complex.normSq_apply]
  simp only [mul_im, mul_re, add_im, add_re, conj_re, conj_im, ofReal_re, ofReal_im, I_re, I_im]
  ring

/-- Under a gauge change with phase gradient `a` the kinetic energy density gains
`a · j + n |a|² / 2`. -/
theorem tau_gauge (c : ℝ) (a : κ → ℝ) (f : ι → ℂ) (g : ι → κ → ℂ) :
    tau (gaugeGrad c a f g)
      = tau g + ∑ k, a k * current f g k + density f * (∑ k, a k ^ 2) / 2 := by
  have hp : ∀ i k, ‖gaugeGrad c a f g i k‖ ^ 2
      = ‖g i k‖ ^ 2 + 2 * a k * (conj (f i) * g i k).im + ‖f i‖ ^ 2 * a k ^ 2 := by
    intro i k
    rw [gaugeGrad, norm_mul, Complex.norm_exp_ofReal_mul_I, one_mul]
    simp only [Complex.sq_norm, Complex.normSq_apply, mul_im, mul_re, add_im, add_re,
      conj_re, conj_im, ofReal_re, ofReal_im, I_re, I_im]
    ring
  -- the cross term collects the current
  have h1 : ∑ i, ∑ k, 2 * a k * (conj (f i) * g i k).im
      = 2 * ∑ k, a k * current f g k := by
    rw [Finset.sum_comm]
    simp only [current, Finset.mul_sum]
    exact Finset.sum_congr rfl fun k _ => Finset.sum_congr rfl fun i _ => by ring
  -- the quadratic term collects the density
  have h2 : ∑ i, ∑ k, ‖f i‖ ^ 2 * a k ^ 2 = density f * ∑ k, a k ^ 2 := by
    rw [density, Finset.sum_mul_sum]
  simp only [tau, hp, Finset.sum_add_distrib]
  rw [h1, h2]
  ring

/-- The current-corrected kinetic energy density `τ - |j|² / (2n)` is gauge invariant. -/
theorem correctedTau_gauge (c : ℝ) (a : κ → ℝ) (f : ι → ℂ) (g : ι → κ → ℂ) :
    correctedTau (gaugeValue c f) (gaugeGrad c a f g) = correctedTau f g := by
  simp only [correctedTau, density_gauge, current_gauge, tau_gauge]
  by_cases hn : density f = 0
  · -- at a node every orbital vanishes, and so does the current
    have hf : ∀ i, f i = 0 := by
      intro i
      have h := (Finset.sum_eq_zero_iff_of_nonneg
        (fun i _ => sq_nonneg ‖f i‖)).mp hn i (Finset.mem_univ i)
      simpa using h
    have hj : ∀ k, current f g k = 0 := fun k => by simp [current, hf]
    simp [hn, hj]
  · have hs : ∑ k, (current f g k + density f * a k) ^ 2
        = ∑ k, current f g k ^ 2 + 2 * density f * ∑ k, a k * current f g k
          + density f ^ 2 * ∑ k, a k ^ 2 := by
      simp only [Finset.mul_sum, ← Finset.sum_add_distrib]
      exact Finset.sum_congr rfl fun k _ => by ring
    rw [hs]
    field_simp
    ring

/-- In every gauge the kinetic energy density is at least the current-corrected one. -/
theorem correctedTau_le_tau_gauge (c : ℝ) (a : κ → ℝ) (f : ι → ℂ) (g : ι → κ → ℂ) :
    correctedTau f g ≤ tau (gaugeGrad c a f g) := by
  rw [← correctedTau_gauge c a f g, correctedTau]
  have hn : 0 ≤ density (gaugeValue c f) := Finset.sum_nonneg fun i _ => sq_nonneg _
  exact sub_le_self _ (div_nonneg (Finset.sum_nonneg fun k _ => sq_nonneg _) (by linarith))

/-- Where the density is positive, the kinetic energy density equals the current-corrected one
in exactly those gauges whose phase gradient is `-j / n`. -/
theorem tau_gauge_eq_correctedTau_iff (c : ℝ) (a : κ → ℝ) (f : ι → ℂ) (g : ι → κ → ℂ)
    (hn : 0 < density f) :
    tau (gaugeGrad c a f g) = correctedTau f g ↔ ∀ k, a k = -current f g k / density f := by
  rw [← correctedTau_gauge c a f g]
  simp only [correctedTau, density_gauge, current_gauge]
  constructor
  · intro h k
    have h0 : (∑ k, (current f g k + density f * a k) ^ 2) / (2 * density f) = 0 := by
      linarith
    have hS := (div_eq_zero_iff.mp h0).resolve_right (by positivity : 2 * density f ≠ 0)
    -- a vanishing sum of squares forces the transformed current to vanish
    have hk := (Finset.sum_eq_zero_iff_of_nonneg
      (fun k _ => sq_nonneg (current f g k + density f * a k))).mp hS k (Finset.mem_univ k)
    have hk' := (pow_eq_zero_iff two_ne_zero).mp hk
    rw [eq_div_iff hn.ne']
    linarith
  · intro h
    have hj : ∀ k, current f g k + density f * a k = 0 := by
      intro k
      have hk := h k
      rw [eq_div_iff hn.ne'] at hk
      linarith
    simp [hj]

/-- For a single complex orbital with nonzero value, the current-corrected kinetic energy density
is the von Weizsäcker expression `|∇n|² / (8n)`. -/
theorem correctedTau_one_orbital (f : Unit → ℂ) (g : Unit → κ → ℂ) (hf : f () ≠ 0) :
    correctedTau f g = (∑ k, densityGrad f g k ^ 2) / (8 * density f) := by
  have hn : ‖f ()‖ ^ 2 ≠ 0 := pow_ne_zero 2 (norm_ne_zero_iff.mpr hf)
  -- the squared modulus of `conj f * g` splits into squared real and imaginary parts
  have hG : ∑ k, ‖g () k‖ ^ 2 = (∑ k, (conj (f ()) * g () k).re ^ 2
      + ∑ k, (conj (f ()) * g () k).im ^ 2) / ‖f ()‖ ^ 2 := by
    rw [eq_div_iff hn, Finset.sum_mul, ← Finset.sum_add_distrib]
    refine Finset.sum_congr rfl fun k _ => ?_
    simp only [Complex.sq_norm, Complex.normSq_apply, mul_im, mul_re, conj_re, conj_im]
    ring
  simp only [correctedTau, tau, current, densityGrad, density, Finset.univ_unique,
    Finset.sum_singleton, PUnit.default_eq_unit, mul_pow, ← Finset.mul_sum]
  rw [hG]
  field_simp
  ring

end

end GaugeInvariantKineticDensity
```

```lean
#print axioms GaugeInvariantKineticDensity.correctedTau_gauge
#print axioms GaugeInvariantKineticDensity.correctedTau_le_tau_gauge
#print axioms GaugeInvariantKineticDensity.tau_gauge_eq_correctedTau_iff
#print axioms GaugeInvariantKineticDensity.correctedTau_one_orbital
```

```
'GaugeInvariantKineticDensity.correctedTau_gauge' depends on axioms: [propext, Classical.choice, Quot.sound]
'GaugeInvariantKineticDensity.correctedTau_le_tau_gauge' depends on axioms: [propext, Classical.choice, Quot.sound]
'GaugeInvariantKineticDensity.tau_gauge_eq_correctedTau_iff' depends on axioms: [propext, Classical.choice, Quot.sound]
'GaugeInvariantKineticDensity.correctedTau_one_orbital' depends on axioms: [propext, Classical.choice, Quot.sound]
```

## How the Lean proof follows the algebra

**Product rule.** In `hasLineDerivAt_gauge`, unfolding `HasLineDerivAt` turns the partial derivative into an ordinary derivative along a coordinate line. The term beginning with `hχ.ofReal_comp` then builds the derivative step by step: χ is regarded as complex-valued, multiplied by i, exponentiated, and multiplied by the orbital. The closing `ring` brings the resulting derivative into the form of `gaugeGrad`.

**Density and current.** The lemma `density_gauge` uses only that the phase factor has norm one. In `current_gauge`, the auxiliary equation `hu` states that exp(ic) times its conjugate is 1. The `linear_combination` step multiplies `hu` by the remaining factors, which is the cancellation of phases in the derivation. The proof then writes the product in real and imaginary parts and compares the summands for each orbital.

**Kinetic energy density.** In `tau_gauge`, the equation `hp` is the expansion of the squared modulus for one orbital and one component. The sums are then collected separately. For the cross term, `h1` exchanges the order of summation, so that the sum over orbitals produces j_k. For the quadratic term, `h2` factors the double sum into n times |a|².

**Invariance.** The proof of `correctedTau_gauge` first inserts the three transformation rules and then splits on whether the density is zero. In the zero case, a vanishing sum of nonnegative terms forces each |f_i|² to vanish, which gives `hf`, and from it `hj`, the vanishing of the current. In the other case, `hs` expands the square of the transformed current. After that, `field_simp` clears the denominators and `ring` confirms the cancellation.

**Bound and equality.** Both proofs begin by using invariance backwards, replacing τ̃ of the original data by τ̃ of the transformed data. For `correctedTau_le_tau_gauge` it then remains to see that a nonnegative quotient is subtracted from τ′. For the equality theorem, the forward direction deduces that this quotient is zero. Since 2n is positive, the numerator vanishes, and so does each of its squares. Solving j_k + n a_k = 0 for a_k gives the condition. The reverse direction inserts the condition and finds that the transformed current is zero.

**One orbital.** In `correctedTau_one_orbital`, the equation `hG` is the split of |conj(f) g_k|² into real and imaginary parts, summed over k and divided by |f|². This division is where the hypothesis `hf` is needed. Once the sums over the single orbital have been reduced to their one term, `hG` is substituted into τ, the current contribution cancels, and the density-gradient term remains.
